# A model phonon decay rate of degree five: $w^5/30$ as $T\to0^+$, and $Tw^4/6$ to leading order as $T\to\infty$

## Does the diverging Bose function spoil the low-temperature limit?

I describe the decay of an acoustic phonon of frequency $w$ by a single integral over how its energy is split between two phonons, $x$ and $w-x$. With $\hbar=k_B=1$ and all coupling constants set to one, my rate at temperature $T$ is

$$R(w,T)=\int_0^w x^2(w-x)^2\left[1+n\!\left(\tfrac{x}{T}\right)+n\!\left(\tfrac{w-x}{T}\right)\right]dx,\qquad n(y)=\frac{1}{e^y-1}.$$

The bracket equals $(1+n_1)(1+n_2)-n_1n_2$, where $n_1$ and $n_2$ are the two occupations: it counts splitting less the reverse merging, so $R$ is a net rate. At low temperature I would drop both $n$'s and get $w^5/30$. But however cold the crystal is, some phonons have $x\ll T$, and for them $n$ is huge. Is dropping them legitimate? And is it a coincidence that $w^5T^0$ and the high-temperature form $w^4T^1$ both have exponents adding to five?

## The weight tames the divergence, and homogeneity fixes the sum

Dropping them is legitimate, because the weight $x^2(w-x)^2$ vanishes faster than $n$ grows. The sum of five is no coincidence either: it follows from how the rate scales.

Start with bounds on $n$ for $y>0$. Since $e^y-1>y$, we have $0\le n(y)\le 1/y$. For a lower bound, let $f(t)=2+t-(2-t)e^t$. Then $f(0)=0$ and $f'(t)=1-(1-t)e^t\ge0$, because $1-t\le e^{-t}$. Hence $f(y)\ge0$, which rearranges to $(2-y)(e^y-1)\le2y$. Dividing by $2y(e^y-1)$ gives $1/y-1/2\le n(y)$.

Now put $y=x/T$ and $y=(w-x)/T$. The bracket is at least $1$. It is also at least $T/x+T/(w-x)$, because the two halves cancel the $1$, and it is at most $1+T/x+T/(w-x)$. Multiplying by the weight and using

$$x^2(w-x)^2\left(\frac Tx+\frac T{w-x}\right)=Tw\,x(w-x)$$

bounds the integrand by polynomials. Their integrals are

$$\int_0^w x^2(w-x)^2dx=w^5\left(\tfrac13-\tfrac12+\tfrac15\right)=\frac{w^5}{30},\qquad Tw\int_0^w x(w-x)\,dx=\frac{Tw^4}{6}.$$

So for all $w,T>0$,

$$\max\left(\frac{w^5}{30},\frac{Tw^4}{6}\right)\le R(w,T)\le\frac{w^5}{30}+\frac{Tw^4}{6}.$$

Thermal occupation therefore adds at most $Tw^4/6$, which vanishes as $T\to0^+$. This bound is loose at low temperature, where the true addition falls as $T^3$. Dividing the bounds by $T$ gives $R/T\to w^4/6$ as $T\to\infty$. Dividing them by $w^4$ gives $R/w^4\to T/6$ as $w\to0^+$.

For the exponents, take $s>0$ and substitute $x=su$ in $R(sw,sT)$. The ratios inside $n$ do not change, the weight supplies $s^4$ and $dx$ supplies one more $s$, so $R(sw,sT)=s^5R(w,T)$.

Now let $R$ be any rate with this scaling, and suppose that $R(w,T)/T^b\to A(w)$ as $T\to\infty$ for each $w>0$. Scaling from frequency $1$ to $w$ gives

$$\frac{R(w,wT)}{(wT)^b}=w^{5-b}\,\frac{R(1,T)}{T^b}.$$

Letting $T\to\infty$ yields $A(w)=w^{5-b}A(1)$. When $A(1)\ne0$, the exponents are $5-b$ and $b$. Your rate has $b=1$ in this limit. The same argument with $T\to0^+$ and $b=0$ accounts for the form $w^5T^0$; the Lean theorem on exponents treats only $T\to\infty$.

In the Lean file, `bose` is $n$, `decayDensity w T x` is the integrand and `decayRate w T` is $R(w,T)$. Lean assigns `bose 0` the value $0$, which is harmless because the weight is zero at both endpoints. The filter `𝓝[>] 0` means approach to zero from above, and `atTop` means growth to infinity. In `herring_exponents`, `rate` is an arbitrary function and `b` any real number. The scaling `hscale` and the limit `hA` are assumed there. Physically, `hscale` stands for long-wavelength acoustic phonons of a three-dimensional crystal, with linear dispersion and cubic anharmonicity treated to lowest order, with no other frequency scale such as a zone-boundary cutoff. In a real crystal, the limit $T\to\infty$ of this theorem therefore stands for $w\ll T$ with $T$ still far below the Debye temperature.

```lean
import Mathlib

open Filter Topology MeasureTheory

namespace HerringPhononDecay

noncomputable section

/-- The Bose function `n(y) = 1 / (exp y - 1)` of the reduced frequency `y ≠ 0`. -/
def bose (y : ℝ) : ℝ := 1 / (Real.exp y - 1)

/-- The contribution to the decay rate of a phonon `w` from the pair `x`, `w - x`
at temperature `T`, for `T > 0` and `0 < x < w`. -/
def decayDensity (w T x : ℝ) : ℝ :=
  x ^ 2 * (w - x) ^ 2 * (1 + bose (x / T) + bose ((w - x) / T))

/-- The decay rate `R(w,T)` of a phonon of frequency `w > 0` at temperature `T > 0`:
the integral of the pair contributions over `0 < x < w`. -/
def decayRate (w T : ℝ) : ℝ := ∫ x in (0 : ℝ)..w, decayDensity w T x

/-- For `y > 0` the Bose function is nonnegative, at most the classical value `1/y`,
and at least `1/y - 1/2`. -/
theorem bose_bounds {y : ℝ} (hy : 0 < y) :
    0 ≤ bose y ∧ 1 / y - 1 / 2 ≤ bose y ∧ bose y ≤ 1 / y := by
  have h1 : y < Real.exp y - 1 := by linarith [Real.add_one_lt_exp hy.ne']
  have hpos : 0 < Real.exp y - 1 := hy.trans h1
  have hd : ∀ t : ℝ, HasDerivAt (fun t : ℝ => 2 + t - (2 - t) * Real.exp t)
      (1 - (1 - t) * Real.exp t) t := by
    intro t
    have h := ((hasDerivAt_id' t).const_add 2).fun_sub
      (((hasDerivAt_id' t).const_sub 2).fun_mul (Real.hasDerivAt_exp t))
    exact h.congr_deriv (by ring)
  -- the derivative is nonnegative because `1 - t ≤ exp (-t)`
  have hmono : Monotone (fun t : ℝ => 2 + t - (2 - t) * Real.exp t) := by
    refine monotone_of_deriv_nonneg (fun t => (hd t).differentiableAt) (fun t => ?_)
    rw [(hd t).deriv]
    have h := mul_le_mul_of_nonneg_right (Real.add_one_le_exp (-t)) (Real.exp_pos t).le
    have e : Real.exp (-t) * Real.exp t = 1 := by rw [← Real.exp_add]; simp
    rw [e] at h
    linarith
  have h0 := hmono hy.le
  simp only [Real.exp_zero] at h0
  refine ⟨(one_div_pos.mpr hpos).le, ?_, one_div_le_one_div_of_le hy h1.le⟩
  have e : 1 / y - 1 / 2 = (2 - y) / (2 * y) := by field_simp
  rw [bose, e, div_le_div_iff₀ (by positivity) hpos]
  linarith

/-- For `w, T > 0` and `0 ≤ x ≤ w`, the pair contribution is at least its spontaneous part
and at least its classical part, and at most the sum of the two. -/
theorem decayDensity_bounds {w T x : ℝ} (hT : 0 < T) (hx : x ∈ Set.Icc 0 w) :
    x ^ 2 * (w - x) ^ 2 ≤ decayDensity w T x ∧
    T * w * (x * (w - x)) ≤ decayDensity w T x ∧
    decayDensity w T x ≤ x ^ 2 * (w - x) ^ 2 + T * w * (x * (w - x)) := by
  unfold decayDensity
  rcases eq_or_lt_of_le hx.1 with h | h0
  · subst h
    simp
  rcases eq_or_lt_of_le hx.2 with h | h1
  · subst h
    simp
  have h2 : 0 < w - x := sub_pos.mpr h1
  obtain ⟨a1, a2, a3⟩ := bose_bounds (div_pos h0 hT)
  obtain ⟨b1, b2, b3⟩ := bose_bounds (div_pos h2 hT)
  rw [one_div_div] at a2 a3 b2 b3
  have e1 : x * (T / x) = T := by field_simp
  have e2 : (w - x) * (T / (w - x)) = T := by field_simp
  -- the classical occupations combine into a polynomial
  have hid : x ^ 2 * (w - x) ^ 2 * (T / x + T / (w - x)) = T * w * (x * (w - x)) := by
    linear_combination x * (w - x) ^ 2 * e1 + x ^ 2 * (w - x) * e2
  have hp : 0 ≤ x ^ 2 * (w - x) ^ 2 := by positivity
  have k1 := mul_le_mul_of_nonneg_left
    (show 1 ≤ 1 + bose (x / T) + bose ((w - x) / T) by linarith) hp
  have k2 := mul_le_mul_of_nonneg_left
    (show T / x + T / (w - x) ≤ 1 + bose (x / T) + bose ((w - x) / T) by linarith) hp
  have k3 := mul_le_mul_of_nonneg_left
    (show bose (x / T) + bose ((w - x) / T) ≤ T / x + T / (w - x) by linarith) hp
  rw [hid] at k2 k3
  exact ⟨by linarith, k2, by linarith⟩

/-- At all `w, T > 0` the decay rate is at least `w^5/30` and at least `T w^4/6`,
and at most the sum of the two. -/
theorem decayRate_bounds {w T : ℝ} (hw : 0 < w) (hT : 0 < T) :
    w ^ 5 / 30 ≤ decayRate w T ∧ T * w ^ 4 / 6 ≤ decayRate w T ∧
    decayRate w T ≤ w ^ 5 / 30 + T * w ^ 4 / 6 := by
  have c1 : Continuous (fun x : ℝ => x ^ 2 * (w - x) ^ 2) := by fun_prop
  have c2 : Continuous (fun x : ℝ => T * w * (x * (w - x))) := by fun_prop
  have I1 : ∫ x in (0 : ℝ)..w, x ^ 2 * (w - x) ^ 2 = w ^ 5 / 30 := by
    have hd : ∀ x : ℝ, HasDerivAt
        (fun x : ℝ => w ^ 2 / 3 * x ^ 3 - w / 2 * x ^ 4 + 1 / 5 * x ^ 5)
        (x ^ 2 * (w - x) ^ 2) x := by
      intro x
      have h := (((hasDerivAt_pow 3 x).const_mul (w ^ 2 / 3)).fun_sub
        ((hasDerivAt_pow 4 x).const_mul (w / 2))).fun_add
        ((hasDerivAt_pow 5 x).const_mul (1 / 5))
      exact h.congr_deriv (by norm_num; ring)
    rw [intervalIntegral.integral_eq_sub_of_hasDerivAt (fun x _ => hd x)
      (c1.intervalIntegrable 0 w)]
    ring
  have I2 : ∫ x in (0 : ℝ)..w, T * w * (x * (w - x)) = T * w ^ 4 / 6 := by
    have hd : ∀ x : ℝ, HasDerivAt
        (fun x : ℝ => T * w ^ 2 / 2 * x ^ 2 - T * w / 3 * x ^ 3)
        (T * w * (x * (w - x))) x := by
      intro x
      have h := ((hasDerivAt_pow 2 x).const_mul (T * w ^ 2 / 2)).fun_sub
        ((hasDerivAt_pow 3 x).const_mul (T * w / 3))
      exact h.congr_deriv (by norm_num; ring)
    rw [intervalIntegral.integral_eq_sub_of_hasDerivAt (fun x _ => hd x)
      (c2.intervalIntegrable 0 w)]
    ring
  have I3 : ∫ x in (0 : ℝ)..w, (x ^ 2 * (w - x) ^ 2 + T * w * (x * (w - x)))
      = w ^ 5 / 30 + T * w ^ 4 / 6 := by
    rw [intervalIntegral.integral_add (c1.intervalIntegrable 0 w)
      (c2.intervalIntegrable 0 w), I1, I2]
  have hm : Measurable (fun x => decayDensity w T x) := by
    unfold decayDensity bose
    fun_prop
  -- the integrand is dominated by a polynomial, hence integrable
  have hf : IntervalIntegrable (fun x => decayDensity w T x) volume 0 w := by
    refine ((c1.add c2).intervalIntegrable 0 w).mono_fun hm.aestronglyMeasurable ?_
    filter_upwards [ae_restrict_mem measurableSet_uIoc] with x hx
    rw [Set.uIoc_of_le hw.le] at hx
    have b := decayDensity_bounds hT ⟨hx.1.le, hx.2⟩
    have h0 : 0 ≤ x ^ 2 * (w - x) ^ 2 := by positivity
    exact (Real.norm_of_nonneg (h0.trans b.1)).le.trans
      (b.2.2.trans (Real.le_norm_self _))
  unfold decayRate
  exact ⟨I1.symm.le.trans (intervalIntegral.integral_mono_on hw.le
      (c1.intervalIntegrable 0 w) hf (fun x hx => (decayDensity_bounds hT hx).1)),
    I2.symm.le.trans (intervalIntegral.integral_mono_on hw.le
      (c2.intervalIntegrable 0 w) hf (fun x hx => (decayDensity_bounds hT hx).2.1)),
    (intervalIntegral.integral_mono_on hw.le hf ((c1.add c2).intervalIntegrable 0 w)
      (fun x hx => (decayDensity_bounds hT hx).2.2)).trans I3.le⟩

/-- Scaling frequency and temperature together by `s > 0` multiplies the decay rate
by `s^5`. -/
theorem decayRate_scaling {s : ℝ} (hs : 0 < s) (w T : ℝ) :
    decayRate (s * w) (s * T) = s ^ 5 * decayRate w T := by
  have hpt : ∀ x, decayDensity (s * w) (s * T) (s * x) = s ^ 4 * decayDensity w T x := by
    intro x
    simp only [decayDensity]
    rw [← mul_sub, mul_div_mul_left _ _ hs.ne', mul_div_mul_left _ _ hs.ne']
    ring
  -- substitute `x → s x` in the integral
  have h := intervalIntegral.integral_comp_mul_left (a := 0) (b := w)
    (fun x => decayDensity (s * w) (s * T) x) hs.ne'
  simp only [hpt, intervalIntegral.integral_const_mul, mul_zero, smul_eq_mul] at h
  rw [eq_inv_mul_iff_mul_eq₀ hs.ne'] at h
  unfold decayRate
  linear_combination -h

/-- As `T → 0+` at fixed `w > 0`, the decay rate tends to `w^5/30`. -/
theorem decayRate_low_temperature {w : ℝ} (hw : 0 < w) :
    Tendsto (fun T => decayRate w T) (𝓝[>] 0) (𝓝 (w ^ 5 / 30)) := by
  have c : Continuous (fun T : ℝ => w ^ 5 / 30 + T * w ^ 4 / 6) := by fun_prop
  have hU : Tendsto (fun T : ℝ => w ^ 5 / 30 + T * w ^ 4 / 6) (𝓝[>] 0)
      (𝓝 (w ^ 5 / 30)) := by
    simpa only [zero_mul, zero_div, add_zero] using
      (c.tendsto 0).mono_left nhdsWithin_le_nhds
  refine tendsto_of_tendsto_of_tendsto_of_le_of_le' tendsto_const_nhds hU ?_ ?_
  · filter_upwards [self_mem_nhdsWithin] with T hT
    exact (decayRate_bounds hw hT).1
  · filter_upwards [self_mem_nhdsWithin] with T hT
    exact (decayRate_bounds hw hT).2.2

/-- As `T → ∞` at fixed `w > 0`, the decay rate divided by `T` tends to `w^4/6`. -/
theorem decayRate_high_temperature {w : ℝ} (hw : 0 < w) :
    Tendsto (fun T => decayRate w T / T) atTop (𝓝 (w ^ 4 / 6)) := by
  have hU : Tendsto (fun T : ℝ => w ^ 5 / 30 / T + w ^ 4 / 6) atTop (𝓝 (w ^ 4 / 6)) := by
    have h : Tendsto (fun T : ℝ => w ^ 5 / 30 / T) atTop (𝓝 0) :=
      tendsto_const_nhds.div_atTop tendsto_id
    simpa only [zero_add] using h.add_const (w ^ 4 / 6)
  refine tendsto_of_tendsto_of_tendsto_of_le_of_le' tendsto_const_nhds hU ?_ ?_
  · filter_upwards [eventually_gt_atTop 0] with T hT
    rw [le_div_iff₀ hT]
    linarith [(decayRate_bounds hw hT).2.1]
  · filter_upwards [eventually_gt_atTop 0] with T hT
    rw [div_le_iff₀ hT, add_mul, div_mul_cancel₀ _ hT.ne']
    linarith [(decayRate_bounds hw hT).2.2]

/-- As `w → 0+` at fixed `T > 0`, the decay rate divided by `w^4` tends to `T/6`. -/
theorem decayRate_long_wavelength {T : ℝ} (hT : 0 < T) :
    Tendsto (fun w => decayRate w T / w ^ 4) (𝓝[>] 0) (𝓝 (T / 6)) := by
  have c : Continuous (fun w : ℝ => w / 30 + T / 6) := by fun_prop
  have hU : Tendsto (fun w : ℝ => w / 30 + T / 6) (𝓝[>] 0) (𝓝 (T / 6)) := by
    simpa only [zero_div, zero_add] using (c.tendsto 0).mono_left nhdsWithin_le_nhds
  refine tendsto_of_tendsto_of_tendsto_of_le_of_le' tendsto_const_nhds hU ?_ ?_
  · filter_upwards [self_mem_nhdsWithin] with w hw
    have hw' : 0 < w := hw
    rw [le_div_iff₀ (pow_pos hw' 4)]
    linarith [(decayRate_bounds hw' hT).2.1]
  · filter_upwards [self_mem_nhdsWithin] with w hw
    have hw' : 0 < w := hw
    rw [div_le_iff₀ (pow_pos hw' 4)]
    linarith [(decayRate_bounds hw' hT).2.2]

/-- If a rate scales with `s^5` under joint scaling of positive frequency and temperature, and rate
over `T^b` tends to `A(w)` as `T → ∞` for every `w > 0`, then `A(w) = w^(5-b) A(1)` for `w > 0`. -/
theorem herring_exponents {rate : ℝ → ℝ → ℝ} {A : ℝ → ℝ} {b : ℝ}
    (hscale : ∀ s w T, 0 < s → 0 < w → 0 < T → rate (s * w) (s * T) = s ^ 5 * rate w T)
    (hA : ∀ w, 0 < w → Tendsto (fun T => rate w T / T ^ b) atTop (𝓝 (A w)))
    {w : ℝ} (hw : 0 < w) : A w = w ^ (5 - b) * A 1 := by
  -- follow the limit at frequency `w` along the temperatures `w T`
  have h1 := (hA w hw).comp (tendsto_id.const_mul_atTop hw)
  have h2 := (hA 1 one_pos).const_mul (w ^ (5 - b))
  refine tendsto_nhds_unique h1 (h2.congr' ?_)
  filter_upwards [eventually_gt_atTop 0] with T hT
  have e := hscale w 1 T hw one_pos hT
  rw [mul_one] at e
  have p : w ^ (5 - b) = w ^ 5 / w ^ b := by
    rw [Real.rpow_sub hw, Real.rpow_ofNat]
  show w ^ (5 - b) * (rate 1 T / T ^ b) = rate w (w * T) / (w * T) ^ b
  rw [e, p, Real.mul_rpow hw.le hT.le, div_mul_div_comm]

end

end HerringPhononDecay
```

```lean
#print axioms HerringPhononDecay.decayRate_low_temperature
#print axioms HerringPhononDecay.decayRate_high_temperature
#print axioms HerringPhononDecay.decayRate_long_wavelength
#print axioms HerringPhononDecay.herring_exponents
```

```
'HerringPhononDecay.decayRate_low_temperature' depends on axioms: [propext, Classical.choice, Quot.sound]
'HerringPhononDecay.decayRate_high_temperature' depends on axioms: [propext, Classical.choice, Quot.sound]
'HerringPhononDecay.decayRate_long_wavelength' depends on axioms: [propext, Classical.choice, Quot.sound]
'HerringPhononDecay.herring_exponents' depends on axioms: [propext, Classical.choice, Quot.sound]
```

`bose_bounds` follows the argument with $f$: `hd` computes the derivative, and `hmono` turns its sign into monotonicity. `decayDensity_bounds` treats the endpoints separately. In the interior, `hid` is the polynomial identity above, and `k1`, `k2` and `k3` multiply the bounds on the bracket by the nonnegative weight.

In `decayRate_bounds`, `I1` and `I2` evaluate the two integrals from explicit antiderivatives. The step `hf` shows that the integrand is integrable, since it is measurable and dominated by a polynomial. After that, `intervalIntegral.integral_mono_on` integrates the pointwise inequalities. The three limit theorems squeeze the rate, divided where necessary by $T$ or $w^4$, between these bounds.

`decayRate_scaling` proves the factor $s^4$ pointwise in `hpt` and gets the last factor from the change of variable. `herring_exponents` follows the limit at frequency $w$ along the temperatures $wT$, compares it with the limit at frequency $1$, and concludes by uniqueness of limits.

Herring's own rule concerns a long-wavelength phonon scattered by thermal phonons in a real crystal, where symmetry and the degeneracies of the branches select the individual exponents. The theorem here fixes only their sum, given the scaling and a nonzero limit. The integral itself is a postulated single decay channel: it is not derived from a crystal Hamiltonian, and it leaves out polarisation, anisotropy, umklapp processes and the absorption of a thermal phonon by the phonon $w$.

For anharmonic linewidth calculations, the two-sided bound gives a coarse check on numerical quadrature of this one-channel, linear-dispersion model at any positive $w$ and $T$: the upper bound is never more than twice the lower one.
